# Semiclassical hydrogen levels without the Langer correction

Semiclassically, a bound level of hydrogen with `k` radial nodes has negative energy and a radial action, divided by 2π, equal to k + 1/2. The lemma takes the angular momentum as √(l(l+1)), without the Langer correction, and sets N = k + l + 1 for natural numbers k and l. It states that a real number E is such a level exactly when E = −1/(2(N − l − 1/2 + √(l(l+1)))²), in atomic units. The radial action of the Kepler orbit enters as a closed formula by definition and is not derived from an integral. The attempt rewrites with `isLevel_iff`, which solves the rule for any angular momentum L ≥ 0, then puts the effective quantum number in terms of N by `hν` and unfolds `bohrEnergy`.

As first written in Lean, the proof fails:

```lean
import Mathlib

open Real

namespace HydrogenWithoutLanger

noncomputable section

/-- The hydrogen energy `-1/(2ν²)` in atomic units at effective quantum number `ν`. -/
def bohrEnergy (ν : ℝ) : ℝ := -1 / (2 * ν ^ 2)

/-- The radial action, divided by `2π`, of a bound Kepler orbit with energy `E` and
angular momentum `L`, in closed form and atomic units. -/
def radialAction (E L : ℝ) : ℝ := 1 / √(-2 * E) - L

/-- `E` is a semiclassical bound level with `k` radial nodes and angular momentum `L`:
it is negative and the radial action equals `k + 1/2`. -/
def IsLevel (L : ℝ) (k : ℕ) (E : ℝ) : Prop :=
  E < 0 ∧ radialAction E L = k + 1 / 2

/-- The angular momentum `√(l(l+1))` without the Langer correction. -/
def bareMomentum (l : ℝ) : ℝ := √(l * (l + 1))

/-- At the energy `-1/(2ν²)` with `ν > 0` the radial action is `ν - L`. -/
theorem radialAction_bohrEnergy {ν : ℝ} (hν : 0 < ν) (L : ℝ) :
    radialAction (bohrEnergy ν) L = ν - L := by
  have h1 : -2 * bohrEnergy ν = (1 / ν) ^ 2 := by
    unfold bohrEnergy
    field_simp
  have h2 : (0 : ℝ) ≤ 1 / ν := by positivity
  unfold radialAction
  rw [h1, Real.sqrt_sq h2, one_div_one_div]

/-- Solving the quantization rule: the level with `k` radial nodes and angular momentum
`L ≥ 0` is `-1/(2(k + 1/2 + L)²)`. -/
theorem isLevel_iff {L : ℝ} (hL : 0 ≤ L) (k : ℕ) (E : ℝ) :
    IsLevel L k E ↔ E = bohrEnergy (k + 1 / 2 + L) := by
  constructor
  · rintro ⟨hE, h⟩
    have key : ∀ s : ℝ, 0 < s → bohrEnergy (1 / s) = -(s ^ 2) / 2 := by
      intro s hs
      unfold bohrEnergy
      field_simp
    have hpos : 0 < -2 * E := by linarith
    unfold radialAction at h
    -- the rule fixes the effective quantum number
    have hν : (k : ℝ) + 1 / 2 + L = 1 / √(-2 * E) := by linarith
    rw [hν, key _ (Real.sqrt_pos.mpr hpos), Real.sq_sqrt hpos.le]
    ring
  · intro h
    have hν : (0 : ℝ) < k + 1 / 2 + L := by positivity
    rw [h]
    refine ⟨?_, ?_⟩
    · unfold bohrEnergy
      exact div_neg_of_neg_of_pos (by norm_num) (by positivity)
    · rw [radialAction_bohrEnergy hν]
      ring

/-- Without the Langer correction the level of shell `N = k + l + 1` is
`-1/(2(N - l - 1/2 + √(l(l+1)))²)`. -/
theorem uncorrected_level_iff {N k l : ℕ} (h : k + l + 1 = N) (E : ℝ) :
    IsLevel (bareMomentum l) k E ↔
      E = -1 / (2 * ((N : ℝ) - l - 1 / 2 + √((l : ℝ) * (l + 1))) ^ 2) := by
  have hN : (k : ℝ) + l + 1 = N := by exact_mod_cast h
  have hν : (k : ℝ) + 1 / 2 + bareMomentum l
      = (N : ℝ) - l - 1 / 2 + √((l : ℝ) * (l + 1)) := by
    unfold bareMomentum
    linarith
  rw [isLevel_iff (Real.sqrt_nonneg _), hν, bohrEnergy]

end

end HydrogenWithoutLanger
```

Messages:

```
Main.lean:69:6: error: Tactic `rewrite` failed: Did not find an occurrence of the pattern
  IsLevel √?m.168 ?k ?E
in the target expression
  IsLevel (bareMomentum ↑l) k E ↔ E = -1 / (2 * (↑N - ↑l - 1 / 2 + √(↑l * (↑l + 1))) ^ 2)

N k l : ℕ
h : k + l + 1 = N
E : ℝ
hN : ↑k + ↑l + 1 = ↑N
hν : ↑k + 1 / 2 + bareMomentum ↑l = ↑N - ↑l - 1 / 2 + √(↑l * (↑l + 1))
⊢ IsLevel (bareMomentum ↑l) k E ↔ E = -1 / (2 * (↑N - ↑l - 1 / 2 + √(↑l * (↑l + 1))) ^ 2)
```

The lemma `isLevel_iff` needs a proof that L ≥ 0, and here that proof also determines L. Since `Real.sqrt_nonneg _` speaks of a square root, Lean takes L to be `√?m.168`, with the radicand still open, and `rw` looks for `IsLevel √?m.168 ?k ?E`. The goal has `IsLevel (bareMomentum ↑l) k E` instead. By definition `bareMomentum ↑l` is a square root, but `rw` does not unfold an ordinary definition like this one when it matches a pattern, so it finds no occurrence. The earlier `unfold bareMomentum` acts only inside the proof of `hν` and leaves the main goal as it was.

The repair first states `hb : 0 ≤ bareMomentum (l : ℝ)`. `Real.sqrt_nonneg _` is accepted as its proof, because Lean does unfold `bareMomentum` when it checks a term against a stated type. With `isLevel_iff hb`, L is `bareMomentum ↑l` itself, and the pattern fits the goal. The rewrite also produces the sum `↑k + 1 / 2 + bareMomentum ↑l`, which is the left side of `hν`, so the remaining steps go through unchanged.

This version goes through:

```diff
@@ -67,5 +67,6 @@
     unfold bareMomentum
     linarith
-  rw [isLevel_iff (Real.sqrt_nonneg _), hν, bohrEnergy]
+  have hb : 0 ≤ bareMomentum (l : ℝ) := Real.sqrt_nonneg _
+  rw [isLevel_iff hb, hν, bohrEnergy]
 
 end
```
